# An antiderivative of the radial weight 2πr·e^(−r²)/π² of a Gaussian correlation hole

In a uniform planar system, the correlation hole can be measured by how far the pair density at separation r falls below the square of the particle density. Here that deficit is taken to be e^(−r²)/π², with r dimensionless. It is not divided by the particle density, as it would be to give the depletion around one given particle. The factor 2πr is the circumference of the circle of radius r. The lemma states that −e^(−r²)/π has derivative 2πr·e^(−r²)/π² at every real r. It is a statement of calculus only: the Gaussian form is given, not derived from a many-particle model, and no integral is evaluated. The attempt builds the derivative from the rules for powers, negation, the exponential and division by a constant, then tries to show that the result equals the stated expression.

As first written in Lean, the proof fails:

```lean
import Mathlib

open MeasureTheory Filter Topology
open scoped Real ComplexConjugate

namespace GinibreScreening

noncomputable section

/-- An antiderivative of the radial weight of the correlation hole. -/
theorem hasDerivAt_hole (r : ℝ) :
    HasDerivAt (fun r : ℝ => -Real.exp (-r ^ 2) / π)
      (2 * π * r * Real.exp (-r ^ 2) / π ^ 2) r := by
  have h := (((hasDerivAt_pow 2 r).fun_neg.exp).fun_neg).div_const π
  refine h.congr_deriv ?_
  have hpi := Real.pi_ne_zero
  field_simp
  norm_num

end

end GinibreScreening
```

The compiler's answer:

```
Main.lean:13:51: error: unsolved goals
r : ℝ
h : HasDerivAt (fun x => -rexp (-x ^ 2) / π) (-(rexp (-r ^ 2) * -(↑2 * r ^ (2 - 1))) / π) r
hpi : π ≠ 0
⊢ 2 * r = r * 2
```

The change, after which it compiles:

```diff
@@ -17,4 +17,5 @@
   field_simp
   norm_num
+  ring
 
 end
```

What went wrong. The message reports one unsolved goal, `2 * r = r * 2`. The differentiation itself has succeeded: `h` holds the right function, with its derivative in the raw form the rules produce, including the cast `↑2` and the exponent `2 - 1`. `refine h.congr_deriv ?_` then leaves the task of proving this raw derivative equal to the stated one.

After `field_simp` and `norm_num`, the exponentials, the powers of π, the cast and the unevaluated exponent are all gone. What remains is true, but its two sides differ in the order of the factors. `norm_num` evaluates numerals and simplifies, but by default it does not reorder products by commutativity, so it stops there and the proof ends with the goal open.

The added `ring` proves equalities that follow from the laws of commutative rings. It brings both sides to the same normal form and closes the goal.
